# Sylvester's identity for Slater determinants with added electrons, including zeros of the reference determinant

Take k + 1 extra electrons and k + 1 extra orbitals. Adding one electron and one orbital to a Slater determinant, in every combination, gives a table b of determinants, and Sylvester's identity says that

det b = (det A)ᵏ · det M.

Here A is the matrix of the reference determinant, M is the matrix with all the electrons and orbitals added, and b_ij is the determinant of A enlarged by electron i and orbital j only. The derivation I know uses A⁻¹. At electron positions where det A = 0 that inverse doesn't exist, yet every determinant in the formula is still perfectly well defined. Does the identity survive there, and can I still get det M from the table?

## The identity survives a vanishing reference, but the division does not

The identity holds for every square matrix A over any commutative ring, with no condition on det A, provided that at least one electron is added. Recovering det M is another matter. If det A = 0 and k ≥ 1, both sides are zero and the identity says nothing about det M. If det A ≠ 0 and the entries lie in a field, you can divide:

det M = det A · det(b_ij / det A).

A small case shows what is lost at a zero. Take one reference electron with A = (0), and two added electrons with U = (1, 0), V the column with entries 1 and 0, and D the diagonal matrix with entries 0 and d, where these blocks are arranged as described below. Then det M = −d, while the table has b₀₀ = −1 and zeros elsewhere, whatever d is. The table does not determine det M.

### From block elimination to the table

Let the reference have N electrons. Rows stand for electrons and columns for spin-orbitals, so an entry is the value of an orbital at an electron's space and spin coordinates. The enlarged matrix has four blocks:

M = [[A, U], [V, D]].

U holds the added orbitals at the old electrons, V the old orbitals at the added electrons, and D the added orbitals at the added electrons. Write adj(A) for the adjugate, the transposed matrix of cofactors, which satisfies A adj(A) = det(A) · 1 even when A is singular. Define

S = det(A) D − V adj(A) U.

When A is invertible, this is det A times the usual Schur complement D − V A⁻¹ U.

Now multiply M from the right by

T = [[1, −adj(A) U], [0, det(A) · 1]].

The left column of blocks stays as it is. The upper right block becomes

−A adj(A) U + det(A) U = 0,

and the lower right block becomes

−V adj(A) U + det(A) D = S.

So M T = [[A, 0], [V, S]]. Both T and M T are block triangular, and det T = (det A)ᵏ⁺¹ because each of the k + 1 added columns is scaled by det A. Taking determinants gives

det A · det S = (det A)ᵏ⁺¹ · det M.

One factor det A has to be removed from both sides, and it may be zero. To do this, replace A by A + x · 1, with x an indeterminate, and leave U, V and D alone. The relation just derived holds for the shifted matrices too, since it holds over every commutative ring, including the ring of polynomials in x. The determinant of A + x · 1 is a polynomial in x of degree N with leading coefficient 1. Multiplying a nonzero polynomial q by such a polynomial leaves the leading coefficient of q in place, so the product cannot be zero. The factor can therefore be cancelled. Setting x = 0 afterwards returns the original matrices and gives

det S = (det A)ᵏ · det M.

For a single added electron, k = 0 and S is a number. The formula then reads, for a row v, a column u and a corner d,

det [[A, u], [v, d]] = det(A) d − v adj(A) u.

Apply this to row i of V, column j of U and the corner D_ij:

b_ij = det(A) D_ij − Σ_pq V_ip adj(A)_pq U_qj = S_ij.

Hence b = S as matrices, and Sylvester's identity follows. For two added electrons it reads

det A · det M = b₀₀ b₁₁ − b₀₁ b₁₀,

a direct product minus an exchanged one.

For the ratio formula, suppose det A ≠ 0. Dividing every entry of b by det A divides its determinant by (det A)ᵏ⁺¹, so

det(b_ij / det A) = (det A)ᵏ · det M / (det A)ᵏ⁺¹ = det M / det A.

These are bare determinants. With orthonormal spin-orbitals, the normalised functions are Ψ_N = det A / √(N!), Ψ_ij = b_ij / √((N+1)!) and, for two added electrons, Ψ_(N+2) = det M / √((N+2)!). The two-electron relation then becomes

Ψ_N Ψ_(N+2) = √((N+1)/(N+2)) · (Ψ₀₀ Ψ₁₁ − Ψ₀₁ Ψ₁₀).

The matrix of ratios b_ij / det A is D − V A⁻¹ U. Once det A and A⁻¹ are known, det M therefore needs only matrix products and one determinant of size k + 1.

### What the Lean theorems say

The main theorem, `sylvester_identity`, takes four matrices `A`, `U`, `V`, `D` with entries in a commutative ring `R`. Real and complex orbital values are special cases. The letters `n` and `m` denote finite index types, not numbers: `n` labels both the reference electrons and the reference orbitals, and `m` labels both the added electrons and the added orbitals. The hypothesis `hk : Fintype.card m = k + 1` says that k + 1 of each are added. The reference may be empty, in which case its determinant is 1.

The matrix M is `fromBlocks A U V D`. The table b is `borderedMinors A U V D`, and its entry is defined as the determinant of an actual bordered matrix, not by a formula in terms of the adjugate. There, `Unit` is a type with one element, which labels the single added row and column. The matrix S is called `adjugateSchur`; the name says that the adjugate appears where the textbook Schur complement has the inverse.

The exponent invites a false statement. If it is written as `Fintype.card m - 1` with no condition on `m`, the case of no added electrons goes wrong: subtraction of natural numbers gives 0 − 1 = 0, the empty table has determinant 1, and M is just A, so the claim becomes 1 = det A. Writing the size as `k + 1` excludes that case and keeps the exponent a plain `k`.

`two_electron_addition` is the case where `m` is `Fin 2`, with labels 0 and 1. `det_eq_det_mul_det_ratios` is the ratio formula over a field `K`, with `hA : A.det ≠ 0` keeping the electrons away from the zeros of the reference determinant. It allows any finite number of added electrons, including none.

The theorems concern matrices only. The step to physics is the identification of the entries with spin-orbital values at electron coordinates; orthonormality, normalisation and any interaction between the electrons play no part in them.

```lean
import Mathlib

open Matrix

namespace SylvesterSlater

noncomputable section

variable {R : Type*} [CommRing R]
variable {n m : Type*} [Fintype n] [DecidableEq n] [Fintype m] [DecidableEq m]

/-- The table of one-electron additions: entry `(i, j)` is the determinant of the reference
matrix `A` bordered by the added orbital `j` (column of `U`), the added electron `i`
(row of `V`) and the corner `D i j`. -/
def borderedMinors (A : Matrix n n R) (U : Matrix n m R) (V : Matrix m n R)
    (D : Matrix m m R) : Matrix m m R :=
  Matrix.of fun i j =>
    (fromBlocks A (U.submatrix id (fun _ : Unit => j))
      (V.submatrix (fun _ : Unit => i) id)
      (D.submatrix (fun _ : Unit => i) (fun _ : Unit => j))).det

/-- The division-free Schur complement `det(A) D - V adj(A) U` of the reference block `A`. -/
def adjugateSchur (A : Matrix n n R) (U : Matrix n m R) (V : Matrix m n R)
    (D : Matrix m m R) : Matrix m m R :=
  A.det • D - V * A.adjugate * U

/-- Block elimination of the added orbitals: the determinants of the reference block `A`, of the
division-free Schur complement and of the enlarged matrix are related without any division. -/
theorem det_mul_det_adjugateSchur (A : Matrix n n R) (U : Matrix n m R) (V : Matrix m n R)
    (D : Matrix m m R) :
    A.det * (adjugateSchur A U V D).det =
      A.det ^ Fintype.card m * (fromBlocks A U V D).det := by
  -- column operations that clear the upper right block
  have h : fromBlocks A U V D *
      fromBlocks 1 (-(A.adjugate * U)) 0 (A.det • (1 : Matrix m m R)) =
      fromBlocks A 0 V (adjugateSchur A U V D) := by
    have h1 : A * -(A.adjugate * U) + U * (A.det • (1 : Matrix m m R)) = 0 := by
      rw [Matrix.mul_neg, ← Matrix.mul_assoc, mul_adjugate, Matrix.smul_mul, Matrix.one_mul,
        Matrix.mul_smul, Matrix.mul_one, neg_add_cancel]
    have h2 : V * -(A.adjugate * U) + D * (A.det • (1 : Matrix m m R)) =
        adjugateSchur A U V D := by
      rw [adjugateSchur, Matrix.mul_neg, ← Matrix.mul_assoc, Matrix.mul_smul, Matrix.mul_one]
      abel
    rw [fromBlocks_multiply, h1, h2]
    simp
  have hd := congrArg Matrix.det h
  rw [det_mul, det_fromBlocks_zero₂₁, det_fromBlocks_zero₁₂, det_one, one_mul, det_smul,
    det_one, mul_one] at hd
  linear_combination -hd

omit [Fintype m] [DecidableEq m] in
/-- The division-free Schur complement is compatible with every change of scalars given by
a ring homomorphism. -/
theorem adjugateSchur_map {S : Type*} [CommRing S] (f : R →+* S) (A : Matrix n n R)
    (U : Matrix n m R) (V : Matrix m n R) (D : Matrix m m R) :
    (adjugateSchur A U V D).map f =
      adjugateSchur (A.map f) (U.map f) (V.map f) (D.map f) := by
  have hadj : (A.map f).adjugate = A.adjugate.map f := (RingHom.map_adjugate f A).symm
  have hdet : (A.map f).det = f A.det := (RingHom.map_det f A).symm
  unfold adjugateSchur
  rw [hadj, hdet]
  ext i j
  simp [Matrix.mul_apply]

/-- For `k + 1` added electrons and orbitals, the determinant of the division-free Schur
complement is the `k`-th power of the reference determinant times the enlarged determinant. -/
theorem det_adjugateSchur (A : Matrix n n R) (U : Matrix n m R) (V : Matrix m n R)
    (D : Matrix m m R) {k : ℕ} (hk : Fintype.card m = k + 1) :
    (adjugateSchur A U V D).det = A.det ^ k * (fromBlocks A U V D).det := by
  -- shift `A` to `A + X`, whose determinant is monic and can be cancelled
  have h := det_mul_det_adjugateSchur (charmatrix (-A)) (U.map Polynomial.C)
    (V.map Polynomial.C) (D.map Polynomial.C)
  rw [hk, pow_succ', mul_assoc] at h
  have hreg : IsLeftRegular (charmatrix (-A)).det := (charpoly_monic (-A)).isRegular.left
  have h' := hreg h
  -- return to the original matrix by setting `X = 0`
  have hA : (charmatrix (-A)).map (Polynomial.evalRingHom (0 : R)) = A := by
    ext i j
    by_cases hij : i = j <;> simp [hij]
  have hU : (U.map Polynomial.C).map (Polynomial.evalRingHom (0 : R)) = U := by
    ext i j
    simp
  have hV : (V.map Polynomial.C).map (Polynomial.evalRingHom (0 : R)) = V := by
    ext i j
    simp
  have hD : (D.map Polynomial.C).map (Polynomial.evalRingHom (0 : R)) = D := by
    ext i j
    simp
  have h2 := congrArg (Polynomial.evalRingHom (0 : R)) h'
  simp only [map_mul, map_pow, RingHom.map_det, RingHom.mapMatrix_apply, adjugateSchur_map,
    fromBlocks_map, hA, hU, hV, hD] at h2
  exact h2

omit [Fintype m] [DecidableEq m] in
/-- Each one-electron addition determinant is the corresponding entry of
the division-free Schur complement `det(A) D - V adj(A) U`. -/
theorem borderedMinors_eq (A : Matrix n n R) (U : Matrix n m R) (V : Matrix m n R)
    (D : Matrix m m R) :
    borderedMinors A U V D = adjugateSchur A U V D := by
  ext i j
  -- the previous theorem for a single added row and column
  have h := det_adjugateSchur (k := 0) A (U.submatrix id (fun _ : Unit => j))
    (V.submatrix (fun _ : Unit => i) id)
    (D.submatrix (fun _ : Unit => i) (fun _ : Unit => j)) (by simp)
  rw [pow_zero, one_mul] at h
  simp only [borderedMinors, Matrix.of_apply]
  rw [← h, det_unique]
  simp [adjugateSchur, Matrix.mul_apply]

/-- **Sylvester's identity**: for `k + 1` added electrons and orbitals, the determinant of the
table of one-electron additions is the `k`-th power of the reference determinant times the
determinant with all electrons and orbitals added. -/
theorem sylvester_identity (A : Matrix n n R) (U : Matrix n m R) (V : Matrix m n R)
    (D : Matrix m m R) {k : ℕ} (hk : Fintype.card m = k + 1) :
    (borderedMinors A U V D).det = A.det ^ k * (fromBlocks A U V D).det := by
  rw [borderedMinors_eq, det_adjugateSchur A U V D hk]

/-- For two added electrons and orbitals, the reference determinant times the enlarged one is
the direct product of one-electron additions minus the exchanged product. -/
theorem two_electron_addition (A : Matrix n n R) (U : Matrix n (Fin 2) R)
    (V : Matrix (Fin 2) n R) (D : Matrix (Fin 2) (Fin 2) R) :
    A.det * (fromBlocks A U V D).det =
      borderedMinors A U V D 0 0 * borderedMinors A U V D 1 1 -
        borderedMinors A U V D 0 1 * borderedMinors A U V D 1 0 := by
  have h := sylvester_identity (k := 1) A U V D (by simp)
  rw [det_fin_two, pow_one] at h
  exact h.symm

/-- Over a field, if the reference determinant is nonzero, the enlarged determinant is the
reference determinant times the determinant of the one-electron addition ratios. -/
theorem det_eq_det_mul_det_ratios {K : Type*} [Field K] (A : Matrix n n K)
    (U : Matrix n m K) (V : Matrix m n K) (D : Matrix m m K) (hA : A.det ≠ 0) :
    (fromBlocks A U V D).det =
      A.det * (Matrix.of fun i j => borderedMinors A U V D i j / A.det).det := by
  have hs : (Matrix.of fun i j => borderedMinors A U V D i j / A.det) =
      A.det⁻¹ • borderedMinors A U V D := by
    ext i j
    simp [div_eq_inv_mul]
  have h := det_mul_det_adjugateSchur A U V D
  rw [← borderedMinors_eq] at h
  -- the common denominator cancels the power of the reference determinant
  rw [hs, det_smul, mul_left_comm, h, ← mul_assoc, ← mul_pow, inv_mul_cancel₀ hA, one_pow,
    one_mul]

end

end SylvesterSlater
```

```lean
#print axioms SylvesterSlater.sylvester_identity
-- 'SylvesterSlater.sylvester_identity' depends on axioms: [propext, Classical.choice, Quot.sound]
#print axioms SylvesterSlater.two_electron_addition
-- 'SylvesterSlater.two_electron_addition' depends on axioms: [propext, Classical.choice, Quot.sound]
#print axioms SylvesterSlater.det_eq_det_mul_det_ratios
-- 'SylvesterSlater.det_eq_det_mul_det_ratios' depends on axioms: [propext, Classical.choice, Quot.sound]
```

### How the Lean proof removes the extra factor

`det_mul_det_adjugateSchur` is the block elimination. Its step `h` is the matrix equation M T = [[A, 0], [V, S]], with `h1` clearing the upper right block and `h2` identifying the lower right one. Taking determinants of both sides gives `hd`, where the two lemmas on block triangular matrices evaluate det T and det(M T). The tactic `linear_combination` then rearranges the result into the stated form. This lemma needs no assumption on the number of added electrons.

`adjugateSchur_map` says that forming the matrix S commutes with applying a ring homomorphism to all entries. In the Lean statement of this lemma, the letter `S` stands for the target ring instead. The reason is that determinants and adjugates are built from entries by sums, differences and products. It is what justifies setting x = 0 after the cancellation.

`det_adjugateSchur` carries out the cancellation. Mathlib's `charmatrix (-A)` is X · 1 − (−A), which is the shifted matrix A + X · 1, and its determinant is the characteristic polynomial of −A. The lemma `charpoly_monic` supplies the leading coefficient 1, and `hreg` records that this determinant can be cancelled when it is the left factor of the products on both sides of an equation. After the power has been split by `pow_succ'`, applying `hreg` to `h` removes one factor. The map `Polynomial.evalRingHom (0 : R)` then sets X = 0: `hA`, `hU`, `hV` and `hD` check that the four original blocks come back, and `simp only` carries the evaluation through products, powers and determinants.

`borderedMinors_eq` proves b = S entry by entry. It uses the preceding theorem with `k := 0`, for one chosen row and one chosen column. The power is then 1, and `det_unique` replaces the determinant of a one-by-one matrix by its only entry.

With that equality, `sylvester_identity` is a rewriting of `det_adjugateSchur`. The two-electron theorem sets `k := 1` and expands the determinant of the table with `det_fin_two`.

The ratio theorem starts from the block elimination before any factor is cancelled, which is why it also covers the case of no added electrons. Its step `hs` writes the matrix of ratios as (det A)⁻¹ times b. Taking the determinant turns that scalar into a power, one factor for each added electron, and this cancels the power of det A on the right of the elimination formula. What remains is det M.
